# A twice continuously differentiable antisymmetric wavefunction on a line vanishes beyond second order where three particles meet

Let three identical fermions in the same spin state move on a line, with a smooth amplitude $F(x_0,x_1,x_2)$ that changes sign under every exchange. At $(a,a,a)$, exchanging particles 1 and 2 alters neither the point nor the label 0, so $\partial_0F$ equals its own negative there and is zero.

In Lean 4 with Mathlib:

```lean
import Mathlib

open Equiv (swap)
open scoped Topology

namespace TripleCoincidence

noncomputable section

variable {ι E : Type*} [Fintype ι] [DecidableEq ι] [NormedAddCommGroup E] [NormedSpace ℝ E]

/-- A wavefunction of particles on a line is antisymmetric if it changes sign under
the exchange of any two distinct particles. -/
def IsAntisymmetric (F : (ι → ℝ) → E) : Prop :=
  ∀ a b, a ≠ b → ∀ x, F (x ∘ swap a b) = -F x

/-- The partial derivative of a differentiable function with respect to the coordinate
of particle `i`. -/
def partialDeriv (i : ι) (F : (ι → ℝ) → E) (x : ι → ℝ) : E :=
  fderiv ℝ F x (Pi.single i 1)

/-- Three distinct particles `i`, `j`, `k` sit at the same position in the
configuration `x`. -/
structure Coincide (x : ι → ℝ) (i j k : ι) : Prop where
  ij : i ≠ j
  jk : j ≠ k
  ik : i ≠ k
  pos_ij : x i = x j
  pos_jk : x j = x k

omit [Fintype ι] in
/-- Exchanging two particles at the same position leaves the configuration unchanged. -/
theorem exchange_fixed {x : ι → ℝ} {a b : ι} (h : x a = x b) : x ∘ swap a b = x := by
  funext m
  simp only [Function.comp_apply, Equiv.swap_apply_def]
  split_ifs <;> simp_all

/-- An amplitude equal to its own negative is zero. -/
theorem eq_zero_of_eq_neg {v : E} (h : v = -v) : v = 0 := by
  have h2 : (2 : ℝ) • v = 0 := by
    rw [two_smul]
    exact add_eq_zero_iff_eq_neg.mpr h
  exact (smul_eq_zero.mp h2).resolve_left two_ne_zero

/-- If exchanging two particles turns a differentiable `G` into `-H`, then it turns the
partial derivatives of `G` into those of `-H`, with the particle labels exchanged. -/
theorem partialDeriv_exchange {G H : (ι → ℝ) → E} (a b : ι) (hG : Differentiable ℝ G)
    (h : ∀ x, G (x ∘ swap a b) = -H x) (i : ι) (x : ι → ℝ) :
    partialDeriv (swap a b i) G (x ∘ swap a b) = -partialDeriv i H x := by
  -- the exchange as a continuous linear map
  obtain ⟨L, hL⟩ : ∃ L : (ι → ℝ) →L[ℝ] (ι → ℝ), ∀ v, L v = v ∘ swap a b :=
    ⟨ContinuousLinearMap.pi fun k => ContinuousLinearMap.proj (swap a b k), fun _ => rfl⟩
  have hH : H = fun y => -(G (L y)) := by
    funext y
    rw [hL, h, neg_neg]
  have hd : HasFDerivAt H (-((fderiv ℝ G (L x)).comp L)) x := by
    rw [hH]
    exact ((hG (L x)).hasFDerivAt.comp x L.hasFDerivAt).neg
  have hs : L (Pi.single i 1) = Pi.single (swap a b i) 1 := by
    funext k
    rw [hL]
    simp [Pi.single_apply, Equiv.swap_apply_eq_iff]
  unfold partialDeriv
  rw [hd.fderiv, ← hs, ← hL]
  simp

/-- The partial derivative of a twice continuously differentiable function is
differentiable, and its derivative is read off from the second derivative. -/
theorem hasFDerivAt_partialDeriv {F : (ι → ℝ) → E} (hF : ContDiff ℝ 2 F) (j : ι)
    (x : ι → ℝ) :
    HasFDerivAt (partialDeriv j F)
      ((ContinuousLinearMap.apply ℝ E (Pi.single j (1 : ℝ) : ι → ℝ)).comp
        (fderiv ℝ (fderiv ℝ F) x)) x := by
  have hD : Differentiable ℝ (fderiv ℝ F) :=
    (hF.fderiv_right (m := 1) (by norm_num)).differentiable (by norm_num)
  exact (ContinuousLinearMap.apply ℝ E (Pi.single j (1 : ℝ) : ι → ℝ)).hasFDerivAt.comp x
    (hD x).hasFDerivAt

/-- A linear map that vanishes on every coordinate unit vector is zero. -/
theorem clm_eq_zero {L : (ι → ℝ) →L[ℝ] E} (h : ∀ i, L (Pi.single i 1) = 0) : L = 0 := by
  refine ContinuousLinearMap.ext fun v => ?_
  change L v = 0
  have hv : v = ∑ i, v i • (Pi.single i (1 : ℝ) : ι → ℝ) := by
    funext k
    simp [Finset.sum_apply, Pi.single_apply]
  rw [hv, map_sum]
  exact Finset.sum_eq_zero fun i _ => by rw [map_smul, h, smul_zero]

/-- Given three coincident particles and any two labels `l`, `m`, some coincident pair
either avoids both labels or consists of exactly these two. -/
theorem exists_pair {x : ι → ℝ} {i j k : ι} (h : Coincide x i j k) (l m : ι) :
    ∃ a b, a ≠ b ∧ x a = x b ∧
      ((l ≠ a ∧ l ≠ b ∧ m ≠ a ∧ m ≠ b) ∨ (l = a ∧ m = b) ∨ (l = b ∧ m = a)) := by
  obtain ⟨hij, hjk, hik, pij, pjk⟩ := h
  by_contra hn
  have h1 := fun q => hn ⟨i, j, hij, pij, q⟩
  have h2 := fun q => hn ⟨j, k, hjk, pjk, q⟩
  have h3 := fun q => hn ⟨i, k, hik, pij.trans pjk, q⟩
  clear hn
  grind

/-- Where three particles on a line coincide, a twice continuously differentiable
antisymmetric wavefunction vanishes with all its first and second partial derivatives,
and it is of smaller order than the squared distance to that configuration. -/
theorem triple_coincidence {F : (ι → ℝ) → E} (hF : ContDiff ℝ 2 F)
    (hA : IsAntisymmetric F) {x : ι → ℝ} {i j k : ι} (hx : Coincide x i j k) :
    F x = 0 ∧ (∀ l, partialDeriv l F x = 0) ∧
      (∀ l m, partialDeriv l (partialDeriv m F) x = 0) ∧
      F =o[𝓝 x] fun y => ‖y - x‖ ^ 2 := by
  have hd : Differentiable ℝ F := hF.differentiable (by norm_num)
  have h0 : F x = 0 := by
    have h := hA i j hx.ij x
    rw [exchange_fixed hx.pos_ij] at h
    exact eq_zero_of_eq_neg h
  -- first order: exchange a coincident pair that avoids the label
  have h1 : ∀ l, partialDeriv l F x = 0 := by
    intro l
    obtain ⟨a, b, hab, hp, hc⟩ := exists_pair hx l l
    have h := partialDeriv_exchange a b hd (hA a b hab) l x
    rcases hc with ⟨ha, hb, -, -⟩ | ⟨ha, hb⟩ | ⟨hb, ha⟩
    · rw [exchange_fixed hp, Equiv.swap_apply_of_ne_of_ne ha hb] at h
      exact eq_zero_of_eq_neg h
    · exact absurd (ha.symm.trans hb) hab
    · exact absurd (ha.symm.trans hb) hab
  have hsnd : ∀ l m, partialDeriv l (partialDeriv m F) x =
      fderiv ℝ (fderiv ℝ F) x (Pi.single l 1) (Pi.single m 1) := by
    intro l m
    change fderiv ℝ (partialDeriv m F) x _ = _
    rw [(hasFDerivAt_partialDeriv hF m x).fderiv]
    rfl
  have hcomm : ∀ l m, partialDeriv l (partialDeriv m F) x =
      partialDeriv m (partialDeriv l F) x := by
    intro l m
    rw [hsnd, hsnd]
    exact (hF.contDiffAt.isSymmSndFDerivAt (by simp)) _ _
  -- second order: the pair avoids both labels, or swaps them
  have h2 : ∀ l m, partialDeriv l (partialDeriv m F) x = 0 := by
    intro l m
    obtain ⟨a, b, hab, hp, hc⟩ := exists_pair hx l m
    have h := partialDeriv_exchange a b
      (fun y => (hasFDerivAt_partialDeriv hF (swap a b m) y).differentiableAt)
      (fun y => partialDeriv_exchange a b hd (hA a b hab) m y) l x
    rw [exchange_fixed hp] at h
    rcases hc with ⟨la, lb, ma, mb⟩ | ⟨rfl, rfl⟩ | ⟨rfl, rfl⟩
    · rw [Equiv.swap_apply_of_ne_of_ne la lb, Equiv.swap_apply_of_ne_of_ne ma mb] at h
      exact eq_zero_of_eq_neg h
    · rw [Equiv.swap_apply_left, Equiv.swap_apply_right, hcomm] at h
      exact eq_zero_of_eq_neg h
    · rw [Equiv.swap_apply_left, Equiv.swap_apply_right, hcomm] at h
      exact eq_zero_of_eq_neg h
  refine ⟨h0, h1, h2, ?_⟩
  have hg : fderiv ℝ F x = 0 := clm_eq_zero h1
  have hh : fderiv ℝ (fderiv ℝ F) x = 0 :=
    clm_eq_zero fun l => clm_eq_zero fun m => (hsnd l m).symm.trans (h2 l m)
  have hD : HasFDerivAt (fderiv ℝ F) (fderiv ℝ (fderiv ℝ F) x) x :=
    ((hF.fderiv_right (m := 1) (by norm_num)).differentiable (by norm_num) x).hasFDerivAt
  rw [Asymptotics.isLittleO_iff]
  intro ε hε
  -- the gradient is small compared with the distance
  have hb : ∀ᶠ y in 𝓝 x, ‖fderiv ℝ F y‖ ≤ ε * ‖y - x‖ := by
    have h := hD.isLittleO.def hε
    simpa [hg, hh] using h
  obtain ⟨r, hr, hball⟩ := Metric.eventually_nhds_iff_ball.mp hb
  filter_upwards [Metric.ball_mem_nhds x hr] with y hy
  -- mean value inequality on the ball through `y`
  have hm : ‖F y - F x‖ ≤ ε * ‖y - x‖ * ‖y - x‖ := by
    refine (convex_closedBall x ‖y - x‖).norm_image_sub_le_of_norm_fderiv_le (𝕜 := ℝ)
      (fun z _ => hd z) (fun z hz => ?_) (Metric.mem_closedBall_self (norm_nonneg _))
      (mem_closedBall_iff_norm.mpr le_rfl)
    have hz' : ‖z - x‖ ≤ ‖y - x‖ := mem_closedBall_iff_norm.mp hz
    have hzr : z ∈ Metric.ball x r :=
      mem_ball_iff_norm.mpr (hz'.trans_lt (mem_ball_iff_norm.mp hy))
    exact (hball z hzr).trans (mul_le_mul_of_nonneg_left hz' hε.le)
  rw [h0, sub_zero] at hm
  rw [Real.norm_of_nonneg (by positivity)]
  calc ‖F y‖ ≤ ε * ‖y - x‖ * ‖y - x‖ := hm
    _ = ε * ‖y - x‖ ^ 2 := by ring

/-- For three particles on a line, a twice continuously differentiable antisymmetric real
function vanishes at `(a, a, a)` with all its first and second partial derivatives, and is
of smaller order than the squared distance to that point. -/
theorem three_particles {F : (Fin 3 → ℝ) → ℝ} (hF : ContDiff ℝ 2 F)
    (hA : IsAntisymmetric F) (a : ℝ) :
    F (fun _ => a) = 0 ∧ (∀ l, partialDeriv l F (fun _ => a) = 0) ∧
      (∀ l m, partialDeriv l (partialDeriv m F) (fun _ => a) = 0) ∧
      F =o[𝓝 (fun _ => a)] fun y => ‖y - fun _ => a‖ ^ 2 :=
  triple_coincidence hF hA (i := 0) (j := 1) (k := 2)
    ⟨by decide, by decide, by decide, rfl, rfl⟩

/-- The product of the three coordinate differences of three particles on a line. -/
def vandermonde (x : Fin 3 → ℝ) : ℝ := (x 0 - x 1) * (x 0 - x 2) * (x 1 - x 2)

/-- The product of coordinate differences is twice continuously differentiable and
antisymmetric, and at `(a + t, a, a - t)` it equals `2 t ^ 3`. -/
theorem vandermonde_cubic :
    ContDiff ℝ 2 vandermonde ∧ IsAntisymmetric vandermonde ∧
      ∀ a t : ℝ, vandermonde ![a + t, a, a - t] = 2 * t ^ 3 := by
  refine ⟨by unfold vandermonde; fun_prop, ?_, fun a t => ?_⟩
  · intro i j hij x
    fin_cases i <;> fin_cases j <;>
      first
      | exact absurd rfl hij
      | (simp [vandermonde, Equiv.swap_apply_def]; ring)
  · change (a + t - a) * (a + t - (a - t)) * (a - (a - t)) = 2 * t ^ 3
    ring

end

end TripleCoincidence
```

```lean
#print axioms TripleCoincidence.three_particles
#print axioms TripleCoincidence.vandermonde_cubic
```

```
'TripleCoincidence.three_particles' depends on axioms: [propext, Classical.choice, Quot.sound]
'TripleCoincidence.vandermonde_cubic' depends on axioms: [propext, Classical.choice, Quot.sound]
```

## Three fermions at one point

The physical question is how strongly antisymmetry suppresses the amplitude when three particles meet. `triple_coincidence` answers it for any finite number of particles, provided that $F$ is twice continuously differentiable. If three of them coincide at a configuration $x$, with the others anywhere, then $F$ and all its first and second partial derivatives vanish at $x$, and $F(y)=o(\|y-x\|^2)$ as $y\to x$. `three_particles` is the case of a real function at $(a,a,a)$.

For spin-polarised fermions on a line with such an amplitude, the probability density near a triple coincidence is therefore $o(\|y-x\|^4)$. This is an upper bound that assumes only two continuous derivatives. If $F$ has three, Taylor's theorem, applied by hand, gives $F(y)=O(\|y-x\|^3)$ and a density $O(\|y-x\|^6)$.

A configuration is a function `ι → ℝ` from particle labels to positions, and `x ∘ swap a b` is the same configuration with two positions exchanged. Values lie in a real normed space `E`, which includes real and complex amplitudes. `Coincide x i j k` says that three distinct labels share a position. `partialDeriv i F` is the derivative of $F$ along the $i$-th coordinate unit vector, and second partials are iterated first partials. The norm on configurations is the largest coordinate modulus; the Euclidean norm gives the same little-o statement.

$F$ need not be normalised or solve a Schrödinger equation. Applying the result to an eigenstate requires a separate argument that the state is smooth enough: a bare $1/|x_i-x_j|$ interaction, for example, can make a second derivative jump where two particles meet.

## Exchanging the right pair

Let $s$ exchange the labels $a$ and $b$, and write $(sx)_m=x_{s(m)}$. Antisymmetry reads $F(sx)=-F(x)$. The coordinate $x_m$ sits in slot $s(m)$ of $sx$, so the chain rule gives

$$(\partial_{s(m)}F)(sx)=-(\partial_mF)(x).$$

Differentiating again, with respect to $x_l$,

$$(\partial_{s(l)}\partial_{s(m)}F)(sx)=-(\partial_l\partial_mF)(x).$$

If $x_a=x_b$, then $sx=x$, and the three relations constrain values at a single point.

- **Value.** Any coincident pair gives $F(x)=-F(x)$, so $F(x)=0$.
- **First partials.** Given $l$, at least two of the three coincident particles differ from $l$. Exchanging them gives $\partial_lF(x)=-\partial_lF(x)$.
- **Second partials.** Given $l$ and $m$, if a coincident pair avoids both labels, exchanging it gives $\partial_l\partial_mF(x)=-\partial_l\partial_mF(x)$. Otherwise $l$ and $m$ are themselves two distinct coincident particles. Exchanging them gives $\partial_m\partial_lF(x)=-\partial_l\partial_mF(x)$, and equality of mixed partials makes both sides zero.

In the code, `exchange_fixed` supplies $sx=x$, and `exists_pair` makes the choice of pair. `partialDeriv_exchange` is the chain-rule step. It is stated for two functions $G$ and $H$ because its second use takes $G=\partial_{s(m)}F$ and $H=\partial_mF$. Each case ends with `eq_zero_of_eq_neg`.

## From derivatives to the size of $F$

Since the partials vanish, `clm_eq_zero` gives $DF(x)=0$ and $D(DF)(x)=0$ for the full derivatives; `hasFDerivAt_partialDeriv` links iterated partials to the latter. Hence for every $\varepsilon>0$ there is an $r>0$ such that

$$\|DF(z)\|\le\varepsilon\|z-x\|\quad\text{when }\|z-x\|<r.$$

For $\|y-x\|<r$, the derivative is at most $\varepsilon\|y-x\|$ throughout the closed ball of radius $\|y-x\|$ about $x$. The mean value inequality and $F(x)=0$ then give $\|F(y)\|\le\varepsilon\|y-x\|^2$.

## A cubic example, and two particles meeting

The function `vandermonde` is $(x_0-x_1)(x_0-x_2)(x_1-x_2)$, whose sign is opposite to the common convention $\prod_{i<j}(x_j-x_i)$. `vandermonde_cubic` shows that it meets the hypotheses and that at $(a+t,a,a-t)$ it equals $t\cdot2t\cdot t=2t^3$. A general bound $o(\|y-x\|^3)$ is therefore impossible.

The same exchange argument, applied by hand when only particles $i$ and $j$ coincide, gives $F=0$, $\partial_i\partial_jF=0$ and $\partial_iF=-\partial_jF$ at that configuration. The slope itself can survive, as $F=x_0-x_1$ shows for two particles.

Neither this function nor `vandermonde` is normalisable, so neither is a physical state as it stands. Multiplying either by the symmetric factor $e^{-\sum_i x_i^2}$ makes it normalisable and keeps it antisymmetric; the first still has a nonzero slope where the two particles meet, and the second still rules out a general $o(\|y-x\|^3)$ bound.
